# Consecutive plane waves on a periodic grid: the interstitial overlap is positive definite exactly when the waves do not outnumber the interstitial points

## Two waves and one visible point

In augmented-plane-wave methods the crystal cell is divided into atomic spheres and the interstitial region between them. Plane waves whose wave vectors differ by a nonzero reciprocal lattice vector are orthogonal over the whole cell, but in general not over the interstitial region alone, so their overlap matrix there need not be diagonal. This text studies a model in which the region is represented by finitely many grid points. If there are more waves than interstitial points, some nonzero combination of them vanishes at all these points, and the overlap matrix computed from the grid is singular.

A small example is a periodic grid with two points, $x=0$ and $x=1$, of which only $x=0$ is interstitial. The waves with wave numbers 0 and 1 take the values $1$ and $(-1)^x$. Both equal 1 at $x=0$, so their interstitial overlap, with a factor $1/2$ for the two grid points, is

$$\frac12\begin{pmatrix}1&1\\1&1\end{pmatrix}.$$

The normalised vector $(1,-1)/\sqrt2$ has eigenvalue 0. Its wave $(1-(-1)^x)/\sqrt2$ is zero at the interstitial point and lives entirely on the other one. With one wave the overlap is the number $1/2$, which is positive. With both points interstitial, the overlap of the two waves is the identity.

In general, take $n\ge1$ grid points, $m$ of them interstitial, and $K$ consecutive integer wave numbers. The overlap is positive definite if and only if $K\le m$. For this one-dimensional grid model, the result says when the interstitial part of a plane-wave overlap can by itself serve as the metric in a generalised eigenvalue problem of electronic structure theory.

```lean
import Mathlib

open Matrix
open scoped ComplexOrder

namespace InterstitialOverlap

noncomputable section
```

## Waves and their overlap on the grid

The grid is `ZMod n`, the integers modulo $n$. A plane wave with integer wave number $G$ is

$$e_G(x)=\exp(2\pi i\,Gx/n).$$

In textbook units the wave vector is $2\pi G/n$ per grid spacing. The code evaluates $x$ through its representative `x.val` between $0$ and $n-1$; since $G$ is an integer, any other representative would give the same value.

```lean
/-- The plane wave `exp(2πi G x / n)` with integer wave number `G` on the periodic grid of
`n ≥ 1` points. -/
def planeWave (n : ℕ) (G : ℤ) (x : ZMod n) : ℂ :=
  Complex.exp (2 * Real.pi * Complex.I * G * x.val / n)
```

A basis is a finite family of wave numbers $G_b$, with $b$ running over an index type `ι`. Coefficients $c_b$ give the wave

$$\psi_c(x)=\sum_b c_b\,e_{G_b}(x).$$

The family is arbitrary at this stage: it may have gaps or even repetitions.

```lean
/-- The wave with coefficients `c` in the plane-wave basis of wave numbers `G`, on the grid of
`n ≥ 1` points. -/
def wave {ι : Type*} [Fintype ι] (n : ℕ) (G : ι → ℤ) (c : ι → ℂ) (x : ZMod n) : ℂ :=
  ∑ b, c b * planeWave n (G b) x
```

Let $S$ be the set of interstitial points. The letter needs care, because $S$ often denotes the overlap matrix in the literature; here the matrix is called $O$ in the text and `overlap` in the code. Its entries are

$$O_{ab}=\frac1n\sum_{x\in S}e_{G_b-G_a}(x).$$

The functions $e_G$ are not normalised, and the prefactor $1/n$ makes up for it: if every grid point is interstitial, each diagonal entry is 1. The set $S$ is any subset of the grid, so nothing is assumed about the shape or number of the atomic regions.

```lean
/-- The interstitial overlap matrix `(1/n) ∑ exp(2πi (G b - G a) x / n)`, summed over the points
`x` of the interstitial set `S`, on the grid of `n ≥ 1` points. -/
def overlap {ι : Type*} (n : ℕ) (S : Finset (ZMod n)) (G : ι → ℤ) : Matrix ι ι ℂ :=
  Matrix.of fun a b => (1 / (n : ℂ)) * ∑ x ∈ S, planeWave n (G b - G a) x
```

## The quadratic form is the interstitial weight

Two properties of the exponential are needed. The first is that complex conjugation reverses the wave number, $\overline{e_G(x)}=e_{-G}(x)$, because the only imaginary factor in the exponent is $i$.

```lean
/-- Complex conjugation reverses the wave number of a plane wave. -/
theorem star_planeWave (n : ℕ) (G : ℤ) (x : ZMod n) :
    star (planeWave n G x) = planeWave n (-G) x := by
  change (starRingEnd ℂ) (Complex.exp _) = Complex.exp _
  rw [← Complex.exp_conj]
  congr 1
  simp only [map_div₀, map_mul, Complex.conj_I, Complex.conj_ofReal, map_natCast,
    map_intCast, map_ofNat, Int.cast_neg]
  ring
```

The second is that multiplying waves adds their wave numbers, $e_{G+H}(x)=e_G(x)\,e_H(x)$.

```lean
/-- The product of two plane waves is the plane wave of the summed wave numbers. -/
theorem planeWave_add (n : ℕ) (G H : ℤ) (x : ZMod n) :
    planeWave n (G + H) x = planeWave n G x * planeWave n H x := by
  unfold planeWave
  rw [← Complex.exp_add]
  congr 1
  push_cast
  ring
```

Together they expand the squared modulus of a wave at one grid point:

$$|\psi_c(x)|^2=\sum_{a,b}\overline{c_a}\,\overline{e_{G_a}(x)}\,e_{G_b}(x)\,c_b=\sum_{a,b}\overline{c_a}\,e_{G_b-G_a}(x)\,c_b .$$

Summing over $x\in S$, dividing by $n$ and exchanging the finite sums gives

$$c^\dagger O c=\frac1n\sum_{x\in S}|\psi_c(x)|^2 .$$

In the code, `h` is the expansion at a single point, and the two uses of `Finset.sum_comm` move the grid sum past the basis sums. The left side, `star c ⬝ᵥ (overlap n S G *ᵥ c)`, is $c^\dagger Oc$. The right side is a real number regarded as a complex one.

```lean
/-- The quadratic form of the overlap matrix is the weight `(1/n) ∑ |ψ(x)|²` that the wave `ψ`
carries on the interstitial points. -/
theorem overlap_quadratic {ι : Type*} [Fintype ι] (n : ℕ) (S : Finset (ZMod n))
    (G : ι → ℤ) (c : ι → ℂ) :
    star c ⬝ᵥ (overlap n S G *ᵥ c) =
      (((1 / (n : ℝ)) * ∑ x ∈ S, ‖wave n G c x‖ ^ 2 : ℝ) : ℂ) := by
  -- expand the squared modulus at one grid point into a double sum
  have h : ∀ x, ((‖wave n G c x‖ ^ 2 : ℝ) : ℂ) =
      ∑ a, ∑ b, star (c a) * planeWave n (G b - G a) x * c b := by
    intro x
    rw [← Complex.normSq_eq_norm_sq, Complex.normSq_eq_conj_mul_self]
    change star (wave n G c x) * wave n G c x = _
    unfold wave
    rw [star_sum, Finset.sum_mul_sum]
    refine Finset.sum_congr rfl fun a _ => Finset.sum_congr rfl fun b _ => ?_
    rw [sub_eq_add_neg, planeWave_add, ← star_planeWave, star_mul']
    ring
  have hn : ((1 / (n : ℝ) : ℝ) : ℂ) = 1 / (n : ℂ) := by simp
  rw [Complex.ofReal_mul, Complex.ofReal_sum, hn]
  simp only [h, dotProduct, Matrix.mulVec, overlap, Matrix.of_apply, Pi.star_apply,
    Finset.mul_sum, Finset.sum_mul]
  -- exchange the sums over grid points and over basis functions
  refine Eq.trans ?_ Finset.sum_comm
  refine Finset.sum_congr rfl fun a _ => ?_
  refine Eq.trans ?_ Finset.sum_comm
  refine Finset.sum_congr rfl fun b _ => Finset.sum_congr rfl fun x _ => ?_
  ring
```

## Positive definiteness means that no wave is hidden

In Lean, `PosDef` means that the matrix is Hermitian and that $c^\dagger Oc>0$ for every $c\neq0$. For complex numbers this inequality says that the value is real and positive.

A wave $\psi_c$ is called hidden here if it vanishes on all of $S$ although $c\neq0$. This includes the case where $\psi_c$ is zero on the whole grid, which happens for some $c\neq0$ when two wave numbers of the family are equal modulo $n$.

Suppose $O$ is positive definite and $\psi_c$ vanishes on $S$. Then $c^\dagger Oc=0$ by the identity above, so $c=0$.

Conversely, suppose only $c=0$ gives a wave that vanishes on all of $S$. The matrix is Hermitian, since

$$\overline{O_{ba}}=\frac1n\sum_{x\in S}\overline{e_{G_a-G_b}(x)}=\frac1n\sum_{x\in S}e_{G_b-G_a}(x)=O_{ab}.$$

For $c\ne0$ there is a point of $S$ where $\psi_c\neq0$. The sum of squared moduli then has one positive term and no negative ones, and $1/n>0$, so $c^\dagger Oc>0$. The two bullets of the proof are these two directions, and `[NeZero n]` expresses $n\ge1$.

```lean
/-- The overlap matrix is positive definite exactly when only the zero coefficient vector gives
a wave that vanishes at every interstitial point. -/
theorem posDef_iff_no_hidden_wave {ι : Type*} [Fintype ι] (n : ℕ) [NeZero n]
    (S : Finset (ZMod n)) (G : ι → ℤ) :
    (overlap n S G).PosDef ↔ ∀ c : ι → ℂ, (∀ x ∈ S, wave n G c x = 0) → c = 0 := by
  constructor
  · intro h c h0
    by_contra hc
    have hp := h.dotProduct_mulVec_pos hc
    have z : ∑ x ∈ S, ‖wave n G c x‖ ^ 2 = 0 :=
      Finset.sum_eq_zero fun x hx => by rw [h0 x hx]; simp
    rw [overlap_quadratic, z] at hp
    simp at hp
  · intro h
    refine Matrix.posDef_iff_dotProduct_mulVec.2 ⟨?_, ?_⟩
    · have hn : star (1 / (n : ℂ)) = 1 / (n : ℂ) := by simp
      refine Matrix.IsHermitian.ext fun a b => ?_
      simp only [overlap, Matrix.of_apply, star_mul', star_sum, star_planeWave, neg_sub, hn]
    · intro c hc
      -- a nonzero wave is seen at some interstitial point
      obtain ⟨x, hx, hne⟩ : ∃ x ∈ S, wave n G c x ≠ 0 := by
        by_contra hh
        exact hc (h c fun x hx => by_contra fun hne => hh ⟨x, hx, hne⟩)
      rw [overlap_quadratic]
      refine Complex.zero_lt_real.2 (mul_pos ?_ ?_)
      · exact one_div_pos.2 (Nat.cast_pos.2 (NeZero.pos n))
      · exact Finset.sum_pos' (fun i _ => by positivity)
          ⟨x, hx, pow_pos (norm_pos_iff.2 hne) 2⟩
```

## The number of points bounds the number of waves

Restricting a wave to the interstitial points is a linear map from coefficient vectors to functions on $S$,

$$f:\mathbb C^{K}\to\mathbb C^{m},\qquad f(c)=\psi_c|_S ,$$

where $K$ is the number of basis functions and $m$ the number of points in $S$. If $O$ is positive definite, $f(c)=0$ forces $c=0$, so $f$ is injective and $K\le m$. This direction holds for every family of wave numbers. The code builds `f` explicitly, obtains injectivity from the previous theorem and compares dimensions with `LinearMap.finrank_le_finrank_of_injective`.

```lean
/-- For any choice of wave numbers, a positive definite overlap matrix has at most as many basis
functions as there are interstitial points. -/
theorem card_le_of_posDef {ι : Type*} [Fintype ι] (n : ℕ) [NeZero n]
    (S : Finset (ZMod n)) (G : ι → ℤ) (h : (overlap n S G).PosDef) :
    Fintype.card ι ≤ S.card := by
  -- restriction of waves to the interstitial points, as a linear map
  let f : (ι → ℂ) →ₗ[ℂ] (S → ℂ) :=
    { toFun := fun c x => wave n G c x
      map_add' := by
        intro c d
        ext x
        simp [wave, add_mul, Finset.sum_add_distrib]
      map_smul' := by
        intro r c
        ext x
        simp [wave, Finset.mul_sum, mul_assoc] }
  have hf : Function.Injective f := (injective_iff_map_eq_zero f).2 fun c hc =>
    (posDef_iff_no_hidden_wave n S G).1 h c fun x hx => congrFun hc ⟨x, hx⟩
  have hr := LinearMap.finrank_le_finrank_of_injective hf
  simpa [Module.finrank_fintype_fun_eq_card] using hr
```

## Distinct points give distinct nodes

For the converse, assign to each grid point the node

$$z_x=e_1(x)=\omega^x,\qquad \omega=\exp(2\pi i/n).$$

The number $\omega$ is a primitive $n$-th root of unity, so its powers with exponents $0,\dots,n-1$ are all different. Different grid points therefore have different nodes. In the proof, `hp` writes the node as a power of $\omega$, and `pow_inj` compares the exponents.

```lean
/-- The plane wave of wave number one takes different values at different grid points. -/
theorem node_injective (n : ℕ) [NeZero n] : Function.Injective (planeWave n 1) := by
  have hp : ∀ x : ZMod n,
      planeWave n 1 x = Complex.exp (2 * Real.pi * Complex.I / n) ^ x.val := by
    intro x
    unfold planeWave
    rw [← Complex.exp_nat_mul]
    congr 1
    push_cast
    ring
  intro x y hxy
  rw [hp, hp] at hxy
  exact ZMod.val_injective n ((Complex.isPrimitiveRoot_exp n (NeZero.ne n)).pow_inj
    (ZMod.val_lt x) (ZMod.val_lt y) hxy)
```

## Consecutive wave numbers turn the wave into a polynomial

Now let the wave numbers be $g_0,g_0+1,\dots,g_0+K-1$, with $g_0$ any integer. Then

$$\psi_c(x)=e_{g_0}(x)\sum_{j=0}^{K-1}z_x^{\,j}\,c_j .$$

Apart from a phase, the wave is a polynomial of degree below $K$ in the node.

Assume $K\le m$ and let $\psi_c$ vanish on $S$. Choose $K$ distinct points $x_0,\dots,x_{K-1}$ in $S$. The phase is never zero, so for each $i$

$$\sum_{j=0}^{K-1}V_{ij}\,c_j=0,\qquad V_{ij}=z_{x_i}^{\,j}.$$

This is a Vandermonde matrix, with determinant

$$\det V=\prod_{0\le i<j<K}(z_{x_j}-z_{x_i})\neq0,$$

because the nodes are distinct. Hence $c=0$: no wave is hidden, and $O$ is positive definite. The opposite direction is the dimension count.

The theorem below reads: for every $n\ge1$, every set $S$ of grid points, every integer $g_0$ and every natural number $K$, the overlap matrix of the $K$ consecutive wave numbers starting at $g_0$ is positive definite if and only if $K$ is at most the number of points in $S$. The index type `Fin K` is $\{0,\dots,K-1\}$, and `S.card` is $m$. No bound $K\le n$ is required, since for $K>n$ both sides are false. For $K=0$ both are true, the matrix being empty. If $S$ is empty, only $K=0$ qualifies.

In the proof, `e` selects the points $x_i$, `hv` states that their nodes are distinct, and `hfac` is the factorisation into phase and polynomial. The lemma `Matrix.eq_zero_of_mulVec_eq_zero` then concludes $c=0$ from $Vc=0$.

```lean
/-- For `K` consecutive wave numbers starting anywhere, the interstitial overlap matrix is
positive definite if and only if `K` is at most the number of interstitial points. -/
theorem overlap_posDef_iff (n : ℕ) [NeZero n] (S : Finset (ZMod n)) (g₀ : ℤ) (K : ℕ) :
    (overlap n S (fun j : Fin K => g₀ + ((j : ℕ) : ℤ))).PosDef ↔ K ≤ S.card := by
  constructor
  · intro h
    simpa using card_le_of_posDef n S _ h
  · intro hK
    rw [posDef_iff_no_hidden_wave]
    intro c hc
    -- choose K distinct interstitial points
    let e : Fin K → S := fun j => S.equivFin.symm (Fin.castLE hK j)
    have he : Function.Injective e :=
      S.equivFin.symm.injective.comp (Fin.castLE_injective hK)
    have hv : Function.Injective (fun j => planeWave n 1 (e j : ZMod n)) :=
      (node_injective n).comp (Subtype.val_injective.comp he)
    have hpow : ∀ (j : ℕ) (x : ZMod n), planeWave n (j : ℤ) x = planeWave n 1 x ^ j := by
      intro j x
      unfold planeWave
      rw [← Complex.exp_nat_mul]
      congr 1
      push_cast
      ring
    -- the Vandermonde matrix of the nodes is invertible and annihilates c
    refine Matrix.eq_zero_of_mulVec_eq_zero (Matrix.det_vandermonde_ne_zero_iff.2 hv) ?_
    ext i
    have h0 := hc (e i) (e i).2
    have hfac : wave n (fun j : Fin K => g₀ + ((j : ℕ) : ℤ)) c (e i) =
        planeWave n g₀ (e i) * ∑ j : Fin K, planeWave n 1 (e i) ^ (j : ℕ) * c j := by
      unfold wave
      rw [Finset.mul_sum]
      refine Finset.sum_congr rfl fun j _ => ?_
      rw [planeWave_add, hpow]
      ring
    rw [hfac] at h0
    exact (mul_eq_zero.1 h0).resolve_left (Complex.exp_ne_zero _)
```

## A gap in the wave numbers can hide a wave

Counting alone does not suffice for other choices of wave numbers. On four grid points with $S=\{0,2\}$, take wave numbers 0 and 2. Here $K=m=2$, but

$$e_2(0)=1,\qquad e_2(2)=\exp(2\pi i)=1,$$

so both waves equal 1 on all of $S$. The overlap is the same matrix as in the two-point example, $\tfrac12\begin{pmatrix}1&1\\1&1\end{pmatrix}$, with eigenvalues 1 and 0. The wave $e_0-e_2$ lives only on the points 1 and 3.

The two wave numbers are different modulo 4. The example therefore shows that having wave numbers distinct modulo $n$, together with $K\le m$, is not enough for positive definiteness. The proof uses the unnormalised coefficients `![1, -1]`; the unit vector is $(1,-1)/\sqrt2$.

```lean
/-- On the grid of four points with interstitial points 0 and 2, the two wave numbers 0 and 2
give an overlap matrix that is not positive definite. -/
theorem gapped_not_posDef :
    ¬ (overlap 4 ({0, 2} : Finset (ZMod 4)) ![0, 2]).PosDef := by
  intro h
  have e2 : planeWave 4 2 2 = 1 := by
    have hv : (2 : ZMod 4).val = 2 := rfl
    unfold planeWave
    refine Eq.trans (congrArg Complex.exp ?_) Complex.exp_two_pi_mul_I
    rw [hv]
    push_cast
    ring
  have e0 : planeWave 4 0 2 = 1 := by simp [planeWave]
  -- the difference of the two plane waves vanishes at both points
  have hc := (posDef_iff_no_hidden_wave 4 _ _).1 h ![1, -1] (by
    intro x hx
    simp only [Finset.mem_insert, Finset.mem_singleton] at hx
    rcases hx with rfl | rfl
    · simp [wave, Fin.sum_univ_two, planeWave]
    · simp [wave, Fin.sum_univ_two, e2, e0])
  have h1 := congrFun hc 0
  simp at h1

end

end InterstitialOverlap
```

```lean
#print axioms InterstitialOverlap.overlap_posDef_iff
#print axioms InterstitialOverlap.gapped_not_posDef
```

```
'InterstitialOverlap.overlap_posDef_iff' depends on axioms: [propext, Classical.choice, Quot.sound]
'InterstitialOverlap.gapped_not_posDef' depends on axioms: [propext, Classical.choice, Quot.sound]
```

## From grid sums to the interstitial integral

The theorems are about sums over grid points, whereas the interstitial overlap in an augmented-plane-wave method is defined by an integral over the region. The one-dimensional counterpart with an integral, on a cell $[0,1)$ with an interstitial part $I$ of positive length, is

$$O_{ab}=\int_I \exp\bigl(2\pi i(G_b-G_a)x\bigr)\,dx .$$

The condition $K\le m$ would then disappear. A nonzero combination of finitely many plane waves with distinct integer wave numbers has only finitely many zeros in the cell, so it cannot vanish almost everywhere on $I$, and the overlap is positive definite for every such basis, with or without gaps. This continuum argument is given here without a formal proof. The smallest eigenvalue can still be very small, so a matrix that is positive definite in principle may be badly conditioned in practice.

The theorems also concern the interstitial part alone, in one dimension. A full augmented-plane-wave overlap adds contributions from the spheres, so a singular interstitial part does not by itself make the full overlap singular.
